# Chen's lattice inversion for a pair potential with a cutoff and shells at √n x

I expand an fcc crystal uniformly and record its energy per atom E, measured from the separated atoms, at each nearest-neighbour distance x. If the atoms interact through a pair potential φ, each point of this curve mixes the values of φ at all neighbour distances x, √2 x, √3 x and so on:

E(x) = Σ r(n) φ(√n x), n = 1, 2, 3, ...

Here r(n) is half the number of neighbours in shell n. Chen's lattice inversion says that the mixing can be undone by a sum of the same kind,

φ(x) = Σ I(n) E(√n x),

with coefficients that depend only on the lattice:

I(1) = 1/r(1)
I(n) = −(1/r(1)) Σ I(d) r(n/d), summed over the divisors d < n of n.

I usually see this done by rearranging infinite sums without comment. Can it be proved with the convergence included, for a potential that vanishes beyond a cutoff, and checked by machine in Lean 4? And does it also work backwards, so that a potential built from a given energy curve reproduces that curve?

## Two shell sums combine into one

Yes to both, if r(1) ≠ 0 and the function you start from (φ in the first case, E in the second) has a cutoff.

Let φ(y) = 0 for all positive y > R, and fix x > 0. Choose N ≥ 1 so large that √(N+1) x > R. Then φ(√k x) = 0 for every k > N, so E(x) is a finite sum over n ≤ N. The same N serves at every larger distance. The energy also inherits the cutoff: if y > R, then √n y ≥ y > R for every n ≥ 1, so all terms of E(y) vanish.

The inversion sum is therefore finite too. Insert the definition of E and use √m √n = √(nm):

Σ I(n) E(√n x) = Σ Σ I(n) r(m) φ(√(nm) x), with n, m = 1, ..., N.

Now collect the terms with the same product k = nm. Products above N contribute nothing. For k ≤ N, every pair with nm = k has both factors at most N, so none is missing. Hence

Σ I(n) E(√n x) = Σ c(k) φ(√k x), k = 1, ..., N,
c(k) = Σ I(n) r(m) over all nm = k.

The weights c are the Dirichlet convolution of I and r. On the first shell c(1) = I(1) r(1) = 1. For k > 1, separate the term n = k:

c(k) = I(k) r(1) + Σ I(d) r(k/d), summed over the divisors d < k of k.

The recursion makes the first term equal to minus the second, so c(k) = 0. Only φ(x) survives.

For the other direction, start from an energy curve E with a cutoff and define V(x) = Σ I(n) E(√n x). The same regrouping gives

Σ r(n) V(√n x) = Σ c(k) E(√k x) = E(x),

because the convolution does not depend on the order of its two factors.

## Four fcc shells in numbers

The first four fcc shells hold 12, 6, 24 and 12 atoms, so r = 6, 3, 12, 6. The recursion gives

I(1) = 1/6
I(2) = −(1/6)(1/6 · 3) = −1/12
I(3) = −(1/6)(1/6 · 12) = −1/3
I(4) = −(1/6)(1/6 · 6 − 1/12 · 3) = −1/8.

Let the cutoff lie between 2x and √5 x, and let φ be −1, −0.4, −0.2 and −0.1 at x, √2 x, √3 x and 2x, in some energy unit. Then

E(x) = −6 − 1.2 − 2.4 − 0.6 = −10.2
E(√2 x) = 6(−0.4) + 3(−0.1) = −2.7
E(√3 x) = 6(−0.2) = −1.2
E(2x) = 6(−0.1) = −0.6.

The inversion returns −1.7 + 0.225 + 0.4 + 0.075 = −1, which is φ(x).

## What the Lean theorems say about the crystal

The two final theorems are `chen_inversion` and `energy_of_inverted_potential`. Their ingredients translate as follows.

- `r : ℕ → ℝ` holds the shell weights. They may be any real numbers, so empty shells are allowed, and the factor 1/2 for energy per atom belongs in `r`. The lattice geometry enters only through these numbers.
- `hr : r 1 ≠ 0` says that the nearest-neighbour shell is occupied, so that x really is the shortest distance in the crystal.
- `HasCutoff φ R` says that φ vanishes at positive distances beyond `R`. It stands for the truncation of a potential in a simulation. Nothing is required of φ inside the cutoff, not even continuity.
- `shellSum r φ x` is E(x). Lean counts from zero, so the term with index `n` belongs to shell `n + 1`. An infinite sum written with `∑'` has the value 0 in Lean if it does not converge absolutely, but under the cutoff hypothesis the sums here have only finitely many nonzero terms.
- `inversionCoeff r` is I, defined by the recursion above.

`chen_inversion` states that for every `x > 0` the series of I(n) E(√n x) converges to φ(x). The word `HasSum` carries both the convergence and the limit. `energy_of_inverted_potential` states that if a given curve E has a cutoff, the lattice sum of the potential built from it converges to E(x).

The shells must lie at √n x with integer n. This suits simple cubic and fcc crystals, but not bcc, whose second shell lies at √(4/3) times the nearest-neighbour distance. Chen's method treats such lattices with a larger set of distances, which this file does not do. Potentials with infinite tails are also left out, as are many-body terms and any relaxation other than uniform scaling.

For simulation practice, the converse means that an energy curve from an electronic-structure calculation can be turned into a pair potential that reproduces it up to a chosen cutoff, provided the crystal has shells of this type. The energy of the separated atoms must first be subtracted from the curve, which is then set to zero beyond the cutoff. If a continuous curve has not reached zero at the cutoff R, this step leaves a jump there, and the potential then jumps at R/√n for every n with I(n) ≠ 0, which makes it unsuitable for computing forces at those distances. Agreement for other structures or for sheared cells does not follow.

```lean
import Mathlib

open Finset

namespace ChenLatticeInversion

noncomputable section

/-- The function `f` vanishes at all positive distances beyond the cutoff `R`. -/
def HasCutoff (f : ℝ → ℝ) (R : ℝ) : Prop := ∀ y, 0 < y → R < y → f y = 0

/-- The lattice sum of `w n * f (√n x)` over the shells `n = 1, 2, 3, ...`. With shell weights
`w` and a pair potential `f` it is the energy at nearest-neighbour distance `x`. -/
def shellSum (w : ℕ → ℝ) (f : ℝ → ℝ) (x : ℝ) : ℝ :=
  ∑' n : ℕ, w (n + 1) * f (√((n + 1 : ℕ) : ℝ) * x)

/-- Chen's inversion coefficients for shell weights `r` with `r 1 ≠ 0`: `I(1) = 1 / r(1)`, and
`I(n)` follows from the coefficients at the proper divisors of `n`. -/
def inversionCoeff (r : ℕ → ℝ) (n : ℕ) : ℝ :=
  if n = 1 then 1 / r 1
  else -(1 / r 1) * ∑ d ∈ n.properDivisors.attach, inversionCoeff r d.1 * r (n / d.1)
termination_by n
decreasing_by exact (Nat.mem_properDivisors.mp d.2).2

/-- The Dirichlet convolution of two weights: the sum of `a i * b j` over all `i * j = k`,
for `k ≥ 1`. -/
def dirichletConv (a b : ℕ → ℝ) (k : ℕ) : ℝ :=
  ∑ p ∈ k.divisorsAntidiagonal, a p.1 * b p.2

variable {f : ℝ → ℝ} {R x : ℝ} {N : ℕ}

/-- For `x > 0`, if shell `N + 1` lies beyond the cutoff of `f`, then `f` vanishes on every shell
after `N`. -/
theorem eq_zero_of_shell_gt (hf : HasCutoff f R) (hx : 0 < x)
    (hN : R < √((N + 1 : ℕ) : ℝ) * x) {k : ℕ} (hk : N < k) : f (√(k : ℝ) * x) = 0 := by
  have hle : √((N + 1 : ℕ) : ℝ) ≤ √(k : ℝ) :=
    Real.sqrt_le_sqrt (Nat.cast_le.mpr (by omega))
  have hk0 : (0 : ℝ) < k := Nat.cast_pos.mpr (by omega)
  exact hf _ (mul_pos (Real.sqrt_pos.mpr hk0) hx)
    (hN.trans_le (mul_le_mul_of_nonneg_right hle hx.le))

/-- For a function with a cutoff and `x > 0`, the lattice sum at `x` converges to the finite sum
over the first `N` shells, if shell `N + 1` lies beyond the cutoff. -/
theorem hasSum_shells (w : ℕ → ℝ) (hf : HasCutoff f R) (hx : 0 < x)
    (hN : R < √((N + 1 : ℕ) : ℝ) * x) :
    HasSum (fun n : ℕ => w (n + 1) * f (√((n + 1 : ℕ) : ℝ) * x))
      (∑ n ∈ Icc 1 N, w n * f (√(n : ℝ) * x)) := by
  have shift : ∀ (g : ℕ → ℝ) (M : ℕ), ∑ n ∈ Icc 1 M, g n = ∑ n ∈ range M, g (n + 1) := by
    intro g M
    induction M with
    | zero => simp
    | succ M ih => rw [Finset.sum_Icc_succ_top (by omega), Finset.sum_range_succ, ih]
  rw [shift (fun n => w n * f (√(n : ℝ) * x)) N]
  apply hasSum_sum_of_ne_finset_zero
  intro n hn
  have hn' : N ≤ n := by simpa using hn
  show w (n + 1) * f (√((n + 1 : ℕ) : ℝ) * x) = 0
  rw [eq_zero_of_shell_gt hf hx hN (by omega : N < n + 1), mul_zero]

/-- A lattice sum inherits the cutoff of the function that is summed. -/
theorem hasCutoff_shellSum (w : ℕ → ℝ) (hf : HasCutoff f R) : HasCutoff (shellSum w f) R := by
  intro y hy hR
  exact (hasSum_shells w hf hy (N := 0) (by simpa using hR)).tsum_eq.trans (by simp)

/-- A double sum over shells `n` and `m` regroups by the product `k = n * m`, if the summed
quantity `F` vanishes beyond `N`. -/
theorem sum_regroup (a b F : ℕ → ℝ) (N : ℕ) (hF : ∀ k, N < k → F k = 0) :
    ∑ n ∈ Icc 1 N, a n * ∑ m ∈ Icc 1 N, b m * F (n * m)
      = ∑ k ∈ Icc 1 N, dirichletConv a b k * F k := by
  have key : ∀ k ∈ Icc 1 N, dirichletConv a b k
      = ∑ p ∈ Icc 1 N ×ˢ Icc 1 N, if p.1 * p.2 = k then a p.1 * b p.2 else 0 := by
    intro k hk
    rw [Finset.mem_Icc] at hk
    rw [← Finset.sum_filter, dirichletConv]
    refine Finset.sum_congr ?_ (fun _ _ => rfl)
    ext ⟨n, m⟩
    simp only [Nat.mem_divisorsAntidiagonal, Finset.mem_filter, Finset.mem_product,
      Finset.mem_Icc]
    constructor
    · rintro ⟨h, h0⟩
      have hn : 0 < n := Nat.pos_of_ne_zero fun h' => h0 (by rw [← h, h', Nat.zero_mul])
      have hm : 0 < m := Nat.pos_of_ne_zero fun h' => h0 (by rw [← h, h', Nat.mul_zero])
      have h1 := Nat.le_mul_of_pos_right n hm
      have h2 := Nat.le_mul_of_pos_left m hn
      rw [h] at h1 h2
      exact ⟨⟨⟨hn, h1.trans hk.2⟩, ⟨hm, h2.trans hk.2⟩⟩, h⟩
    · rintro ⟨_, h⟩
      exact ⟨h, by omega⟩
  have hL : ∑ n ∈ Icc 1 N, a n * ∑ m ∈ Icc 1 N, b m * F (n * m)
      = ∑ p ∈ Icc 1 N ×ˢ Icc 1 N, a p.1 * b p.2 * F (p.1 * p.2) := by
    rw [Finset.sum_product]
    refine Finset.sum_congr rfl fun n _ => ?_
    rw [Finset.mul_sum]
    exact Finset.sum_congr rfl fun m _ => by ring
  have hR : ∑ k ∈ Icc 1 N, dirichletConv a b k * F k
      = ∑ k ∈ Icc 1 N, ∑ p ∈ Icc 1 N ×ˢ Icc 1 N,
        (if p.1 * p.2 = k then a p.1 * b p.2 else 0) * F k :=
    Finset.sum_congr rfl fun k hk => by rw [key k hk, Finset.sum_mul]
  rw [hL, hR, Finset.sum_comm]
  refine Finset.sum_congr rfl fun p hp => ?_
  simp only [ite_mul, zero_mul, Finset.sum_ite_eq]
  split_ifs with h
  · rfl
  · -- the product shell lies beyond `N`
    simp only [Finset.mem_product, Finset.mem_Icc] at hp h
    have h1 : 0 < p.1 * p.2 := Nat.mul_pos hp.1.1 hp.2.1
    rw [hF _ (by omega), mul_zero]

/-- For a function `f` with a cutoff and `x > 0`, the lattice sum with weights `a` of the lattice
sum of `f` with weights `b` converges at `x` to a single lattice sum of `f`, whose weights are the
Dirichlet convolution of `a` and `b`. -/
theorem hasSum_shellSum_comp (a b : ℕ → ℝ) (hf : HasCutoff f R) (hx : 0 < x) :
    HasSum (fun n : ℕ => a (n + 1) * shellSum b f (√((n + 1 : ℕ) : ℝ) * x))
      (shellSum (dirichletConv a b) f x) := by
  -- choose `N` so large that shell `N + 1` lies beyond the cutoff
  obtain ⟨N, hN0⟩ := exists_nat_gt ((R / x) ^ 2)
  have hN : R < √((N + 1 : ℕ) : ℝ) * x :=
    (div_lt_iff₀ hx).1 (Real.lt_sqrt_of_sq_lt (by push_cast; linarith))
  have e : shellSum (dirichletConv a b) f x
      = ∑ k ∈ Icc 1 N, dirichletConv a b k * f (√(k : ℝ) * x) :=
    (hasSum_shells _ hf hx hN).tsum_eq
  have key : ∑ n ∈ Icc 1 N, a n * shellSum b f (√(n : ℝ) * x)
      = shellSum (dirichletConv a b) f x := by
    rw [e, ← sum_regroup a b (fun k => f (√(k : ℝ) * x)) N
      (fun k hk => eq_zero_of_shell_gt hf hx hN hk)]
    refine Finset.sum_congr rfl fun n hn => ?_
    have hn1 : 1 ≤ √(n : ℝ) :=
      Real.one_le_sqrt.mpr (by exact_mod_cast (Finset.mem_Icc.mp hn).1)
    have hxn : x ≤ √(n : ℝ) * x := le_mul_of_one_le_left hx.le hn1
    have hN' := hN.trans_le (mul_le_mul_of_nonneg_left hxn (Real.sqrt_nonneg _))
    congr 1
    refine (hasSum_shells b hf (hx.trans_le hxn) hN').tsum_eq.trans
      (Finset.sum_congr rfl fun m _ => ?_)
    have hs : √(m : ℝ) * (√(n : ℝ) * x) = √((n * m : ℕ) : ℝ) * x := by
      rw [Nat.cast_mul, Real.sqrt_mul (Nat.cast_nonneg n)]
      ring
    rw [hs]
  rw [← key]
  exact hasSum_shells a (hasCutoff_shellSum b hf) hx hN

/-- The recursion for the inversion coefficients, as a sum over the divisors `d < k` of `k`. -/
theorem inversionCoeff_rec (r : ℕ → ℝ) : inversionCoeff r 1 = 1 / r 1 ∧
    ∀ k, 1 < k → inversionCoeff r k
      = -(1 / r 1) * ∑ d ∈ k.properDivisors, inversionCoeff r d * r (k / d) := by
  refine ⟨by rw [inversionCoeff, if_pos rfl], fun k hk => ?_⟩
  rw [inversionCoeff, if_neg (by omega)]
  congr 1
  exact Finset.sum_attach k.properDivisors (fun d => inversionCoeff r d * r (k / d))

/-- If `r 1 ≠ 0`, the convolution of the inversion coefficients with the shell weights is `1` on
the first shell and `0` on all later ones. -/
theorem dirichletConv_inversionCoeff {r : ℕ → ℝ} (hr : r 1 ≠ 0) :
    dirichletConv (inversionCoeff r) r 1 = 1 ∧
      ∀ k, 1 < k → dirichletConv (inversionCoeff r) r k = 0 := by
  refine ⟨by simp [dirichletConv, (inversionCoeff_rec r).1, hr], fun k hk => ?_⟩
  have h : dirichletConv (inversionCoeff r) r k
      = ∑ d ∈ k.properDivisors, inversionCoeff r d * r (k / d) + inversionCoeff r k * r 1 := by
    rw [dirichletConv, Nat.sum_divisorsAntidiagonal (f := fun i j => inversionCoeff r i * r j),
      ← Nat.insert_self_properDivisors (by omega : k ≠ 0),
      Finset.sum_insert (fun h => lt_irrefl k (Nat.mem_properDivisors.mp h).2),
      Nat.div_self (by omega : 0 < k), add_comm]
  rw [h, (inversionCoeff_rec r).2 k hk]
  generalize ∑ d ∈ k.properDivisors, inversionCoeff r d * r (k / d) = S
  linear_combination (-S) * one_div_mul_cancel hr

/-- A lattice sum with weight `1` on the first shell and `0` on all later ones returns the
function itself. -/
theorem shellSum_unit {w : ℕ → ℝ} (h1 : w 1 = 1) (hw : ∀ k, 1 < k → w k = 0)
    (f : ℝ → ℝ) (x : ℝ) : shellSum w f x = f x := by
  have h : ∀ n : ℕ, n ≠ 0 → w (n + 1) * f (√((n + 1 : ℕ) : ℝ) * x) = 0 := fun n hn => by
    rw [hw (n + 1) (by omega), zero_mul]
  exact (tsum_eq_single 0 h).trans (by simp [h1])

/-- **Chen's lattice inversion.** If `r 1 ≠ 0` and the pair potential `φ` has a cutoff, then at
every distance `x > 0` the sum of `I(n) E(√n x)` over `n ≥ 1` converges to `φ x`, where `E` is
the lattice sum of `φ` with shell weights `r`. -/
theorem chen_inversion {r : ℕ → ℝ} (hr : r 1 ≠ 0) {φ : ℝ → ℝ} (hφ : HasCutoff φ R)
    (hx : 0 < x) :
    HasSum (fun n : ℕ => inversionCoeff r (n + 1) * shellSum r φ (√((n + 1 : ℕ) : ℝ) * x))
      (φ x) := by
  have h := hasSum_shellSum_comp (inversionCoeff r) r hφ hx
  have hI := dirichletConv_inversionCoeff hr
  rwa [shellSum_unit hI.1 hI.2] at h

/-- Converse: if `r 1 ≠ 0` and the energy curve `E` has a cutoff, then the pair potential built
from `E` with the inversion coefficients has `E` as its lattice sum at every `x > 0`. -/
theorem energy_of_inverted_potential {r : ℕ → ℝ} (hr : r 1 ≠ 0) {E : ℝ → ℝ}
    (hE : HasCutoff E R) (hx : 0 < x) :
    HasSum (fun n : ℕ => r (n + 1) * shellSum (inversionCoeff r) E (√((n + 1 : ℕ) : ℝ) * x))
      (E x) := by
  have h := hasSum_shellSum_comp r (inversionCoeff r) hE hx
  -- the Dirichlet convolution is commutative
  have hc : dirichletConv r (inversionCoeff r) = dirichletConv (inversionCoeff r) r := by
    funext k
    rw [dirichletConv, dirichletConv,
      Nat.sum_divisorsAntidiagonal' (f := fun i j => r i * inversionCoeff r j),
      Nat.sum_divisorsAntidiagonal (f := fun i j => inversionCoeff r i * r j)]
    exact Finset.sum_congr rfl fun d _ => mul_comm _ _
  have hI := dirichletConv_inversionCoeff hr
  rwa [hc, shellSum_unit hI.1 hI.2] at h

end

end ChenLatticeInversion
```

```lean
#print axioms ChenLatticeInversion.chen_inversion
-- 'ChenLatticeInversion.chen_inversion' depends on axioms: [propext, Classical.choice, Quot.sound]
#print axioms ChenLatticeInversion.energy_of_inverted_potential
-- 'ChenLatticeInversion.energy_of_inverted_potential' depends on axioms: [propext, Classical.choice, Quot.sound]
```

## From the cutoff to the inversion, lemma by lemma

**Finite sums.** `eq_zero_of_shell_gt` says that once shell N + 1 is beyond the cutoff, the function vanishes on all later shells: the square root is increasing, so they lie beyond the cutoff too. `hasSum_shells` turns this into convergence to the finite sum over shells 1 to N. With N = 0 it gives `hasCutoff_shellSum`, the inherited cutoff.

**Regrouping.** `sum_regroup` is the collection of terms by k = nm, for a general quantity `F` that vanishes beyond N. It writes each convolution weight as a sum over the whole N × N square of pairs, keeping only those with product k. After `Finset.sum_comm` exchanges the two summations, each pair (n, m) meets at most one k, namely its product. If the product exceeds N, there is no such k in the range, and the hypothesis on `F` removes the corresponding term on the other side.

**Composition.** `hasSum_shellSum_comp` joins these parts. It takes N larger than (R/x)², which puts shell N + 1 beyond the cutoff, and checks that the same N works at each scaled distance √n x. The step `hs` is the identity √m √n = √(nm). The result is that a shell sum with weights `a` of a shell sum with weights `b` is one shell sum with weights `dirichletConv a b`.

**Unit weights.** `inversionCoeff_rec` restates the definition of I as the recursion over proper divisors. `dirichletConv_inversionCoeff` then proves c(1) = 1 and c(k) = 0 for k > 1. As in the derivation, it separates the divisor k from the smaller ones; `linear_combination` finishes the cancellation using (1/r(1)) r(1) = 1. `shellSum_unit` says that a shell sum with these weights returns the function itself.

**Both directions.** `chen_inversion` applies the composition lemma with `inversionCoeff r` as the outer weights and `r` as the inner ones, then replaces the resulting shell sum by φ(x). `energy_of_inverted_potential` exchanges the two roles. Its extra step `hc` proves that the convolution is commutative, by listing the divisor pairs of k once by their second member and once by their first.
